# An error-function correlation factor cancels the Coulomb singularity of an s-wave electron pair

The electron pair is modelled by a real function $\psi(r)$ of the interelectronic distance $r$ alone. The centre-of-mass motion has been separated off, there is no external potential, and only the s-wave is kept. The transcorrelated transformation is then a pointwise identity between derivatives at a distance $r>0$. Operator domains, boundary conditions and spectra do not enter, nor do higher partial waves or further electrons.

Within this two-electron model, the result shows how a transcorrelated Hamiltonian in electronic structure theory can have a scalar potential that stays finite at coalescence.

```lean
import Mathlib

open Filter Topology MeasureTheory Set

namespace TranscorrelatedErf

noncomputable section
```

## The correlation factor and the Hamiltonian

The error function is defined by its integral,
$$\operatorname{erf}(x)=\frac{2}{\sqrt\pi}\int_0^x e^{-t^2}\,dt .$$
The Lean definition is this formula for every real $x$, with an oriented integral when $x<0$.

```lean
/-- The error function, defined by its integral. -/
def erf (x : ℝ) : ℝ := 2 / √Real.pi * ∫ t in (0 : ℝ)..x, Real.exp (-t ^ 2)
```

The correlation factor contains a parameter $m$, an inverse length: $1/m$ sets the distance over which the factor correlates the electrons. It is
$$u(r)=\frac{r\,(1-\operatorname{erf}(mr))}{2}-\frac{e^{-m^2r^2}}{2m\sqrt\pi}.$$
In Lean, `jastrow m` is the function $u$. Its formula makes sense for all real $r$, although only $r\ge 0$ is physical.

```lean
/-- The correlation factor `u(r)` with range parameter `m`, for `m ≠ 0`. -/
def jastrow (m r : ℝ) : ℝ :=
  r * (1 - erf (m * r)) / 2 - Real.exp (-(m * r) ^ 2) / (2 * m * √Real.pi)
```

In atomic units the reduced mass of two electrons is $1/2$, so the kinetic energy of the relative motion is $-\nabla^2$. On a radial function, with primes for derivatives in $r$, the Hamiltonian acts as
$$(H\psi)(r)=-\Big(\psi''+\frac{2}{r}\psi'\Big)+\frac{\psi}{r}.$$
Here `deriv` is the derivative, and `deriv (deriv ψ)` is the second derivative.

```lean
/-- The s-wave Hamiltonian of the relative motion of two electrons in atomic units,
for distances `r ≠ 0`. -/
def relHamiltonian (ψ : ℝ → ℝ) (r : ℝ) : ℝ :=
  -(deriv (deriv ψ) r + 2 / r * deriv ψ r) + ψ r / r
```

The Laplacian of a radial function $u$ is $u''+2u'/r$. Subtracting it from the Coulomb repulsion gives
$$V_u(r)=\frac1r-\frac{2u'}{r}-u'' ,$$
which is `tcPotential u`. The quadratic term $-u'^2$, which also belongs to the transformed potential, is kept separate.

```lean
/-- The Coulomb repulsion minus the Laplacian of the radial correlation factor `u`,
for distances `r ≠ 0`. -/
def tcPotential (u : ℝ → ℝ) (r : ℝ) : ℝ :=
  1 / r - 2 * deriv u r / r - deriv (deriv u) r
```

## Transforming the Hamiltonian

Write the wavefunction as $\psi=e^{u}f$. Applying the product rule twice gives
$$\psi'=e^u(f'+u'f),\qquad \psi''=e^u\big(f''+2u'f'+u''f+u'^2f\big).$$
Inserting these into $H\psi$ and multiplying by $e^{-u}$ removes the exponentials:
$$e^{-u}He^{u}f=-\Big(f''+\frac2r f'\Big)-2u'f'+\big(V_u-u'^2\big)f .$$

The theorem states this at one distance $r>0$ for general $u$ and $f$. Both functions are assumed differentiable at every positive distance, and their first derivatives are assumed differentiable at $r$.

In the proof, `h1` is the formula for $\psi'$. Since a second derivative depends on the first derivative near $r$ and not only at $r$, `h2` records that the formula holds throughout a neighbourhood. Then `h3` gives $\psi''$, `he` is $e^{-u}e^{u}=1$, and `linear_combination` uses it to cancel the exponentials.

```lean
/-- The similarity transformation of the Hamiltonian by `exp u` adds a drift term `-2 u' f'`
and replaces the Coulomb repulsion by `tcPotential u - u'²`. -/
theorem transcorrelated_hamiltonian {u f : ℝ → ℝ} {r : ℝ} (hr : 0 < r)
    (hu : ∀ x, 0 < x → DifferentiableAt ℝ u x) (hu2 : DifferentiableAt ℝ (deriv u) r)
    (hf : ∀ x, 0 < x → DifferentiableAt ℝ f x) (hf2 : DifferentiableAt ℝ (deriv f) r) :
    Real.exp (-u r) * relHamiltonian (fun x => Real.exp (u x) * f x) r =
      -(deriv (deriv f) r + 2 / r * deriv f r) - 2 * deriv u r * deriv f r
        + (tcPotential u r - deriv u r ^ 2) * f r := by
  -- first derivative of the correlated wavefunction at every positive distance
  have h1 : ∀ x, 0 < x → HasDerivAt (fun x => Real.exp (u x) * f x)
      (Real.exp (u x) * (deriv f x + deriv u x * f x)) x := fun x hx =>
    ((hu x hx).hasDerivAt.exp.fun_mul (hf x hx).hasDerivAt).congr_deriv (by ring)
  have h2 : deriv (fun x => Real.exp (u x) * f x) =ᶠ[𝓝 r]
      fun x => Real.exp (u x) * (deriv f x + deriv u x * f x) := by
    filter_upwards [Ioi_mem_nhds hr] with x hx using (h1 x hx).deriv
  -- second derivative
  have h3 : HasDerivAt (fun x => Real.exp (u x) * (deriv f x + deriv u x * f x))
      (Real.exp (u r) * (deriv (deriv f) r + 2 * deriv u r * deriv f r
        + deriv (deriv u) r * f r + deriv u r ^ 2 * f r)) r :=
    ((hu r hr).hasDerivAt.exp.fun_mul (hf2.hasDerivAt.fun_add
      (hu2.hasDerivAt.fun_mul (hf r hr).hasDerivAt))).congr_deriv (by ring)
  have he : Real.exp (-u r) * Real.exp (u r) = 1 := by
    rw [← Real.exp_add, neg_add_cancel, Real.exp_zero]
  unfold relHamiltonian tcPotential
  rw [h2.deriv_eq, h3.deriv, (h1 r hr).deriv]
  linear_combination (-(deriv (deriv f) r + 2 * deriv u r * deriv f r
    + deriv (deriv u) r * f r + deriv u r ^ 2 * f r)
    - 2 / r * (deriv f r + deriv u r * f r) + f r / r) * he
```

## The slope of the correlation factor

By the fundamental theorem of calculus, $\operatorname{erf}'(x)=(2/\sqrt\pi)\,e^{-x^2}$. The chain rule then gives
$$\frac{d}{dr}\operatorname{erf}(mr)=\frac{2m}{\sqrt\pi}\,e^{-m^2r^2}.$$
`HasDerivAt g c r` says that $g$ is differentiable at $r$ with derivative $c$. In the proof, `hE` is the derivative of $\operatorname{erf}$ at $mr$, `hl` that of $mr$ with respect to $r$, and `comp` is the chain rule.

```lean
/-- The derivative of `erf (m r)` with respect to `r` is `2 m exp (-(m r)²) / √π`. -/
theorem hasDerivAt_erf_scaled (m r : ℝ) :
    HasDerivAt (fun x => erf (m * x))
      (2 / √Real.pi * Real.exp (-(m * r) ^ 2) * m) r := by
  have hc : Continuous fun t : ℝ => Real.exp (-t ^ 2) := by fun_prop
  have hE : HasDerivAt erf (2 / √Real.pi * Real.exp (-(m * r) ^ 2)) (m * r) :=
    (hc.integral_hasStrictDerivAt 0 (m * r)).hasDerivAt.const_mul (2 / √Real.pi)
  have hl : HasDerivAt (fun x : ℝ => m * x) m r :=
    ((hasDerivAt_id' r).const_mul m).congr_deriv (mul_one m)
  exact hE.comp r hl
```

The behaviour at large distance follows from the half-line Gaussian integral:
$$\lim_{x\to\infty}\operatorname{erf}(x)=\frac{2}{\sqrt\pi}\int_0^\infty e^{-t^2}dt=\frac{2}{\sqrt\pi}\cdot\frac{\sqrt\pi}{2}=1 .$$
`Tendsto erf atTop (𝓝 1)` expresses this limit. The integral's value is `hv`, and integrability, `hi`, lets the finite integrals converge to it.

```lean
/-- The error function tends to one at large argument. -/
theorem erf_tendsto_one : Tendsto erf atTop (𝓝 1) := by
  have hi : Integrable fun t : ℝ => Real.exp (-t ^ 2) := by
    simpa using integrable_exp_neg_mul_sq (one_pos : (0 : ℝ) < 1)
  have hv : ∫ t in Ioi (0 : ℝ), Real.exp (-t ^ 2) = √Real.pi / 2 := by
    simpa using integral_gaussian_Ioi 1
  have h := (intervalIntegral_tendsto_integral_Ioi (0 : ℝ) hi.integrableOn
    tendsto_id).const_mul (2 / √Real.pi)
  have hp : √Real.pi ≠ 0 := (Real.sqrt_pos.mpr Real.pi_pos).ne'
  have h1 : 2 / √Real.pi * (√Real.pi / 2) = 1 := by field_simp
  rw [hv, h1] at h
  exact h
```

Differentiating both parts of $u$ gives
$$u'=\frac{1-\operatorname{erf}(mr)}2-\frac r2\cdot\frac{2m}{\sqrt\pi}e^{-m^2r^2}+\frac{2m^2r}{2m\sqrt\pi}e^{-m^2r^2}.$$
The last two terms are $\mp\,mr\,e^{-m^2r^2}/\sqrt\pi$ and cancel, so
$$u'(r)=\frac{1-\operatorname{erf}(mr)}2 .$$
For $m>0$, $mr\to\infty$ as $r\to\infty$, and therefore $u'\to0$: the slope of the factor becomes arbitrarily small when the electrons are far enough apart.

The theorem contains both statements, the first for every real $r$. The cancellation is carried out by `field_simp; ring`, and the limit combines `erf_tendsto_one` with the growth of $mr$.

```lean
/-- The correlation factor has slope `(1 - erf (m r)) / 2`, and this slope vanishes at
large distance. -/
theorem jastrow_slope {m : ℝ} (hm : 0 < m) :
    (∀ r, HasDerivAt (jastrow m) ((1 - erf (m * r)) / 2) r) ∧
      Tendsto (fun r => (1 - erf (m * r)) / 2) atTop (𝓝 0) := by
  constructor
  · intro r
    have hp : √Real.pi ≠ 0 := (Real.sqrt_pos.mpr Real.pi_pos).ne'
    have hm0 : m ≠ 0 := hm.ne'
    have hl : HasDerivAt (fun x : ℝ => m * x) m r :=
      ((hasDerivAt_id' r).const_mul m).congr_deriv (mul_one m)
    have hq : HasDerivAt (fun x : ℝ => -(m * x) ^ 2) (-(2 * m ^ 2 * r)) r :=
      (hl.fun_pow 2).fun_neg.congr_deriv (by norm_num; ring)
    -- the Gaussian terms from the two parts of `u` cancel
    exact ((((hasDerivAt_id' r).fun_mul
      ((hasDerivAt_erf_scaled m r).const_sub 1)).div_const 2).fun_sub
      (hq.exp.div_const (2 * m * √Real.pi))).congr_deriv (by field_simp; ring)
  · have h := ((erf_tendsto_one.comp (tendsto_id.const_mul_atTop hm)).const_sub 1).div_const 2
    rw [sub_self, zero_div] at h
    exact h
```

One more differentiation leaves a Gaussian,
$$u''(r)=-\frac{m}{\sqrt\pi}\,e^{-m^2r^2}.$$

```lean
/-- The function `(1 - erf (m r)) / 2` has derivative `-m exp (-(m r)²) / √π`. -/
theorem hasDerivAt_slope (m r : ℝ) :
    HasDerivAt (fun x => (1 - erf (m * x)) / 2)
      (-(m * Real.exp (-(m * r) ^ 2) / √Real.pi)) r :=
  (((hasDerivAt_erf_scaled m r).const_sub 1).div_const 2).congr_deriv (by ring)
```

## A finite potential at coalescence

Inserting $u'$ and $u''$ into $V_u$ for $r>0$ gives
$$V_u(r)=\frac1r-\frac{1-\operatorname{erf}(mr)}r+\frac{m}{\sqrt\pi}e^{-m^2r^2}
=\frac{\operatorname{erf}(mr)}r+\frac{m}{\sqrt\pi}e^{-m^2r^2}.$$
The two terms $1/r$ have cancelled. Since $\operatorname{erf}(0)=0$, the remaining quotient is a difference quotient at zero, and its limit is a derivative already computed:
$$\lim_{r\downarrow0}\frac{\operatorname{erf}(mr)-\operatorname{erf}(0)}r=\frac{2m}{\sqrt\pi}.$$
The Gaussian term tends to $m/\sqrt\pi$, so
$$\lim_{r\downarrow0}V_u(r)=\frac{3m}{\sqrt\pi}.$$
The slope tends to $u'(0)=1/2$, the value required by the s-wave electron-electron cusp. The full scalar potential therefore has the limit
$$\lim_{r\downarrow0}\big(V_u-u'^2\big)=\frac{3m}{\sqrt\pi}-\frac14 .$$

The final theorem joins four statements for $m>0$: the slope vanishes at large distance, $V_u$ has the closed form above for every $r>0$, and the two potentials have the stated limits. The filter `𝓝[>] 0` means that $r$ approaches zero through positive values, so the value assigned at $r=0$ itself plays no part.

In the proof, `hd` identifies the derivative of `jastrow m`, and `hV` is the closed form. `hE` and `hG` are the limits of its two terms, which `hL` adds and transfers to `tcPotential`. Then `hS` gives the limiting slope at coalescence, whose square is subtracted to obtain the last limit. The vanishing slope at large distance comes from `jastrow_slope`.

```lean
/-- For the correlation factor `u`, whose slope vanishes at large distance, `tcPotential u`
is `erf (m r) / r` plus a Gaussian and tends to `3 m / √π` at coalescence; with `-u'²`
included the limit is `3 m / √π - 1 / 4`. -/
theorem transcorrelated_potential {m : ℝ} (hm : 0 < m) :
    Tendsto (deriv (jastrow m)) atTop (𝓝 0) ∧
    (∀ r, 0 < r → tcPotential (jastrow m) r =
      erf (m * r) / r + m * Real.exp (-(m * r) ^ 2) / √Real.pi) ∧
    Tendsto (tcPotential (jastrow m)) (𝓝[>] 0) (𝓝 (3 * m / √Real.pi)) ∧
    Tendsto (fun r => tcPotential (jastrow m) r - deriv (jastrow m) r ^ 2) (𝓝[>] 0)
      (𝓝 (3 * m / √Real.pi - 1 / 4)) := by
  have hd : deriv (jastrow m) = fun r => (1 - erf (m * r)) / 2 :=
    funext fun r => ((jastrow_slope hm).1 r).deriv
  have h0 : erf 0 = 0 := by simp [erf]
  have hV : ∀ r, 0 < r → tcPotential (jastrow m) r =
      erf (m * r) / r + m * Real.exp (-(m * r) ^ 2) / √Real.pi := by
    intro r _
    unfold tcPotential
    rw [hd, (hasDerivAt_slope m r).deriv]
    ring
  -- the difference quotient of `erf (m r)` at zero distance
  have hE : Tendsto (fun r => erf (m * r) / r) (𝓝[>] 0) (𝓝 (2 / √Real.pi * m)) := by
    have h := (hasDerivAt_erf_scaled m 0).tendsto_slope_zero_right
    simpa [h0, div_eq_inv_mul] using h
  have hG : Tendsto (fun r => m * Real.exp (-(m * r) ^ 2) / √Real.pi) (𝓝[>] 0)
      (𝓝 (m / √Real.pi)) := by
    have hc : Continuous fun r : ℝ => m * Real.exp (-(m * r) ^ 2) / √Real.pi := by fun_prop
    have h := (hc.tendsto 0).mono_left (nhdsWithin_le_nhds (s := Ioi 0))
    simpa using h
  have hL : Tendsto (tcPotential (jastrow m)) (𝓝[>] 0) (𝓝 (3 * m / √Real.pi)) := by
    have h := hE.add hG
    rw [show 2 / √Real.pi * m + m / √Real.pi = 3 * m / √Real.pi by ring] at h
    refine h.congr' ?_
    filter_upwards [self_mem_nhdsWithin] with r hr using (hV r hr).symm
  -- the slope at coalescence is one half
  have hS : Tendsto (deriv (jastrow m)) (𝓝[>] 0) (𝓝 (1 / 2)) := by
    have h := (hasDerivAt_slope m 0).continuousAt.tendsto.mono_left
      (nhdsWithin_le_nhds (s := Ioi 0))
    rw [mul_zero, h0, sub_zero] at h
    rw [hd]
    exact h
  refine ⟨?_, hV, hL, ?_⟩
  · rw [hd]
    exact (jastrow_slope hm).2
  · have h := hL.sub (hS.pow 2)
    rw [show ((1 : ℝ) / 2) ^ 2 = 1 / 4 by norm_num] at h
    exact h

end

end TranscorrelatedErf
```

```lean
#print axioms TranscorrelatedErf.transcorrelated_hamiltonian
-- 'TranscorrelatedErf.transcorrelated_hamiltonian' depends on axioms: [propext, Classical.choice, Quot.sound]
#print axioms TranscorrelatedErf.transcorrelated_potential
-- 'TranscorrelatedErf.transcorrelated_potential' depends on axioms: [propext, Classical.choice, Quot.sound]
```
